# The PAW three-term formula gives exact hydrogen 1s values for every C¹ pseudo function equal to the 1s function beyond rc

An operator enters here as a radial density: a rule D that takes a real radial function u, equal to r times the radial wave function, and returns an integrand D[u](r). For normalised u, its integral over r > 0 is the expectation value. Atomic units are used throughout. For 1/r the integrand is u²/r, for r² it is r²u², and for the kinetic energy of an s state it is u'²/2. The last is the form obtained from −½ ∫ u u'' dr by one integration by parts, with u u' vanishing at both ends. It needs only first derivatives, which suits a pseudo function that is merely C¹.

Let u be the normalised hydrogen 1s radial function and ũ a pseudo function that equals u from the radius rc outwards. The three-term formula is

⟨D⟩ = ∫₀^∞ D[ũ] dr + ∫₀^rc D[u] dr − ∫₀^rc D[ũ] dr.

It gives 1 for u²/r, 3 for r²u² and 1/2 for u'²/2, for every such ũ of the form r w(r) with w continuously differentiable, however much it differs from u inside the sphere.

```lean
import Mathlib

open Set MeasureTheory

namespace PAWHydrogenExpectation

noncomputable section
```

## The 1s function and its pseudo partners

In atomic units the normalised 1s state has the radial function

u(r) = 2r exp(−r),

with the factor r already included, so that ∫₀^∞ u² dr = 1.

```lean
/-- The hydrogen 1s radial function `u(r) = 2 r exp(-r)` in atomic units. -/
def radial1s (r : ℝ) : ℝ := 2 * r * Real.exp (-r)
```

The pseudo function is written in the same way, as ũ(r) = r w(r). The factor w is proportional to the pseudo wave function itself, so a finite w(0) means a finite amplitude at the nucleus.

```lean
/-- The pseudo radial function `r w(r)` built from a factor `w`. -/
def pseudo (w : ℝ → ℝ) (r : ℝ) : ℝ := r * w r
```

Two conditions make w admissible. It is continuously differentiable, which excludes a kink at rc, and r w(r) = u(r) for all r ≥ rc. Norm conservation is not required, nor is w required to be smoother than the original: w = 2 exp(−r) is itself admissible. In Lean the functions live on the whole real line, but only r > 0 enters the integrals.

```lean
/-- The factor `w` is continuously differentiable, and `r w(r)` equals the 1s radial function
for `r ≥ rc`. -/
structure IsPseudo (rc : ℝ) (w : ℝ → ℝ) : Prop where
  smooth : ContDiff ℝ 1 w
  matching : ∀ r, rc ≤ r → pseudo w r = radial1s r
```

## Three densities and one formula

The inverse distance gives the attraction to a proton, up to its sign.

```lean
/-- The radial density `u² / r` of the inverse distance, for `r > 0`. -/
def coulombDensity (u : ℝ → ℝ) (r : ℝ) : ℝ := u r ^ 2 / r
```

Powers of the distance are treated together, with a natural number k as exponent. The case k = 0 is the norm and k = 2 is the mean square radius.

```lean
/-- The radial density `r^k u²` of the `k`-th power of the distance. -/
def momentDensity (k : ℕ) (u : ℝ → ℝ) (r : ℝ) : ℝ := r ^ k * u r ^ 2
```

The kinetic density uses `deriv u r`, the actual derivative of whichever radial function is supplied.

```lean
/-- The radial kinetic energy density `u'² / 2` of an s state. -/
def kineticDensity (u : ℝ → ℝ) (r : ℝ) : ℝ := deriv u r ^ 2 / 2
```

`pawExpectation` is the three-term formula as displayed above, with `ut` for ũ. The all-electron function in the sphere is the exact u. In a general PAW calculation it is rebuilt from projectors and a finite set of partial waves; here there is one atom, one electron and one partial wave with coefficient 1, so no truncation error arises.

In a typical PAW program the first term is evaluated with plane waves or on a regular grid, and the two sphere terms on a radial grid around each atom. Write φ_i and φ̃_i for the all-electron and pseudo partial waves, with the factor r included. For the kinetic energy, the sphere terms are tabulated in advance for each pair of partial waves as the differences

ΔT_ij = ½ ∫₀^rc (φ_i' φ_j' − φ̃_i' φ̃_j') dr (s channel),

and then weighted by the occupations obtained from the projectors. In the present case the table has one entry and its weight is 1.

```lean
/-- The PAW three-term formula: the pseudo integral over all `r`, plus the all-electron minus
the pseudo integral over `[0, rc]`. -/
def pawExpectation (D : (ℝ → ℝ) → ℝ → ℝ) (rc : ℝ) (u ut : ℝ → ℝ) : ℝ :=
  (∫ r in Ioi (0 : ℝ), D ut r) + ((∫ r in (0 : ℝ)..rc, D u r) - ∫ r in (0 : ℝ)..rc, D ut r)
```

## Inside the sphere the pseudo terms cancel

Suppose D[ũ] = D[u] for r > rc. Splitting the first integral at rc gives

∫₀^∞ D[ũ] dr = ∫₀^rc D[ũ] dr + ∫_rc^∞ D[u] dr.

Inserted into the formula, the two pseudo integrals over the sphere cancel, and what remains is

∫₀^rc D[u] dr + ∫_rc^∞ D[u] dr = ∫₀^∞ D[u] dr.

The cancellation requires finite integrals. `hf` supplies this for the all-electron density on the half-line, `hg` for the pseudo density in the sphere, and `hout` is the agreement outside. The theorem also concludes that the pseudo density is integrable on the half-line. In the proof, `split` cuts an integral at rc, `ho` replaces the outer pseudo integral by the all-electron one, and `ring` performs the cancellation. A nonlocal operator, whose density outside the sphere may depend on the function inside, will in general fail `hout`.

In a calculation the two cancelling terms sit on different grids, so they cancel only as far as both grids resolve ũ. A soft ũ makes that possible with a moderate plane-wave cutoff.

```lean
/-- If the all-electron density is integrable, the pseudo density is integrable in the sphere
and the two agree outside it, then the pseudo density is integrable on the half-line and the
three-term formula equals the all-electron integral. -/
theorem paw_exact {D : (ℝ → ℝ) → ℝ → ℝ} {rc : ℝ} {u ut : ℝ → ℝ} (hrc : 0 ≤ rc)
    (hf : IntegrableOn (D u) (Ioi 0)) (hg : IntegrableOn (D ut) (Ioc 0 rc))
    (hout : ∀ r, rc < r → D ut r = D u r) :
    IntegrableOn (D ut) (Ioi 0) ∧
      pawExpectation D rc u ut = ∫ r in Ioi (0 : ℝ), D u r := by
  have hU : Ioc 0 rc ∪ Ioi rc = Ioi 0 := Ioc_union_Ioi_eq_Ioi hrc
  have hfo : IntegrableOn (D u) (Ioi rc) := hf.mono_set (Ioi_subset_Ioi hrc)
  have hgo : IntegrableOn (D ut) (Ioi rc) :=
    hfo.congr_fun (fun r hr => (hout r hr).symm) measurableSet_Ioi
  -- split the half-line at the sphere radius
  have split : ∀ f : ℝ → ℝ, IntegrableOn f (Ioc 0 rc) → IntegrableOn f (Ioi rc) →
      ∫ r in Ioi (0 : ℝ), f r = (∫ r in Ioc 0 rc, f r) + ∫ r in Ioi rc, f r := by
    intro f h1 h2
    rw [← hU]
    exact setIntegral_union (Ioc_disjoint_Ioi le_rfl) measurableSet_Ioi h1 h2
  have ho : ∫ r in Ioi rc, D ut r = ∫ r in Ioi rc, D u r :=
    setIntegral_congr_fun measurableSet_Ioi (fun r hr => hout r hr)
  refine ⟨by rw [← hU]; exact hg.union hgo, ?_⟩
  unfold pawExpectation
  rw [intervalIntegral.integral_of_le hrc, intervalIntegral.integral_of_le hrc,
    split _ hg hgo, split _ (hf.mono_set Ioc_subset_Ioi_self) hfo, ho]
  ring
```

## The all-electron integrals

Every value reduces to one integral. With t = 2r,

∫₀^∞ rⁿ exp(−2r) dr = 2^−(n+1) ∫₀^∞ tⁿ exp(−t) dt = n!/2^(n+1),

where n integrations by parts turn the t integral into n!. The Lean proof takes the value from Mathlib's Gamma-function integral and converts real exponents to natural ones. Integrability then follows from the value: Lean assigns the integral 0 to a non-integrable function, and n!/2^(n+1) is not 0.

```lean
/-- The function `r^n exp(-2r)` is integrable on the half-line, with integral `n! / 2^(n+1)`. -/
theorem slater_integral (n : ℕ) :
    IntegrableOn (fun r : ℝ => r ^ n * Real.exp (-(2 * r))) (Ioi 0) ∧
      ∫ r in Ioi (0 : ℝ), r ^ n * Real.exp (-(2 * r)) = (n.factorial : ℝ) / 2 ^ (n + 1) := by
  have h : ∫ r in Ioi (0 : ℝ), r ^ n * Real.exp (-(2 * r))
      = (n.factorial : ℝ) / 2 ^ (n + 1) := by
    have h := Real.integral_rpow_mul_exp_neg_mul_Ioi (a := (n : ℝ) + 1) (r := 2)
      (by positivity) (by norm_num)
    have e : (1 / 2 : ℝ) ^ ((n : ℝ) + 1) = (1 / 2) ^ (n + 1) := by
      have := Real.rpow_natCast (1 / 2 : ℝ) (n + 1)
      push_cast at this
      exact this
    rw [Real.Gamma_nat_eq_factorial, add_sub_cancel_right, e] at h
    simp only [Real.rpow_natCast] at h
    rw [h, one_div_pow]
    ring
  have hp : (n.factorial : ℝ) / 2 ^ (n + 1) ≠ 0 := by positivity
  -- a non-integrable function would have integral zero in Lean
  exact ⟨by_contra fun hn => hp (h.symm.trans (integral_undef hn)), h⟩
```

Squaring the radial function brings it to this form:

u² = 4r² exp(−2r).

```lean
theorem radial1s_sq (r : ℝ) : radial1s r ^ 2 = 4 * (r ^ 2 * Real.exp (-(2 * r))) := by
  have h : Real.exp (-(2 * r)) = Real.exp (-r) * Real.exp (-r) := by
    rw [← Real.exp_add]
    congr 1
    ring
  rw [h, radial1s]
  ring
```

For the kinetic energy, the product rule gives u' = 2(1 − r) exp(−r), so

u'²/2 = 2(1 − r)² exp(−2r) = (2 − 4r + 2r²) exp(−2r).

The integrals for n = 0, 1, 2 are 1/2, 1/4 and 1/4, hence

∫₀^∞ u'²/2 dr = 2·(1/2) − 4·(1/4) + 2·(1/4) = 1/2.

In the proof, `hd` is the derivative, `e` the expanded density, and the final rewriting inserts the three integrals.

```lean
/-- For the 1s function the kinetic energy density is integrable on the half-line, with
integral `1/2`. -/
theorem kinetic_allElectron : IntegrableOn (kineticDensity radial1s) (Ioi 0) ∧
    ∫ r in Ioi (0 : ℝ), kineticDensity radial1s r = 1 / 2 := by
  have e : kineticDensity radial1s = fun r => 2 * (r ^ 0 * Real.exp (-(2 * r)))
      - 4 * (r ^ 1 * Real.exp (-(2 * r))) + 2 * (r ^ 2 * Real.exp (-(2 * r))) := by
    funext r
    have h := ((hasDerivAt_id' r).const_mul (2 : ℝ)).fun_mul (hasDerivAt_neg' r).exp
    have hd : HasDerivAt radial1s (2 * (1 - r) * Real.exp (-r)) r :=
      h.congr_deriv (by ring)
    have hE : Real.exp (-(2 * r)) = Real.exp (-r) * Real.exp (-r) := by
      rw [← Real.exp_add]
      congr 1
      ring
    rw [kineticDensity, hd.deriv, hE]
    ring
  have h0 := Integrable.const_mul (slater_integral 0).1 2
  have h1 := Integrable.const_mul (slater_integral 1).1 4
  have h2 := Integrable.const_mul (slater_integral 2).1 2
  have h01 : Integrable (fun r : ℝ => 2 * (r ^ 0 * Real.exp (-(2 * r)))
      - 4 * (r ^ 1 * Real.exp (-(2 * r)))) (volume.restrict (Ioi 0)) := h0.sub h1
  simp only [e]
  refine ⟨h01.add h2, ?_⟩
  rw [integral_add h01 h2, integral_sub h0 h1, integral_const_mul, integral_const_mul,
    integral_const_mul, (slater_integral 0).2, (slater_integral 1).2, (slater_integral 2).2]
  norm_num [Nat.factorial]
```

## All moments at once

For the density r^k u² the all-electron integral is

4 ∫₀^∞ r^(k+2) exp(−2r) dr = 4 (k+2)!/2^(k+3) = (k+2)!/2^(k+1).

The pseudo density r^k (r w)² is continuous, hence integrable in the sphere, and it matches outside because ũ does. The cancellation theorem then applies. In the proof these facts are `hi` for the all-electron density and `hc` for the pseudo density.

For k = 0 the value is 1: the three-term norm is correct even when ũ alone is not normalised. This is the role of the overlap correction in a PAW calculation, where the pseudo orbitals are orthonormal with respect to an overlap operator that contains the sphere terms.

```lean
/-- For every natural `k` and every admissible pseudo function, the three-term formula for
`r^k u²` gives `(k+2)! / 2^(k+1)`. -/
theorem paw_moment {rc : ℝ} {w : ℝ → ℝ} (hrc : 0 ≤ rc) (hw : IsPseudo rc w) (k : ℕ) :
    pawExpectation (momentDensity k) rc radial1s (pseudo w)
      = ((k + 2).factorial : ℝ) / 2 ^ (k + 1) := by
  have e : momentDensity k radial1s
      = fun r => 4 * (r ^ (k + 2) * Real.exp (-(2 * r))) := by
    funext r
    rw [momentDensity, radial1s_sq]
    ring
  have hi : IntegrableOn (momentDensity k radial1s) (Ioi 0) := by
    rw [e]
    exact Integrable.const_mul (slater_integral (k + 2)).1 4
  have hc : Continuous (momentDensity k (pseudo w)) :=
    (continuous_id.pow k).mul ((continuous_id.mul hw.smooth.continuous).pow 2)
  rw [(paw_exact hrc hi hc.integrableOn_Ioc
    (fun r hr => by simp only [momentDensity, hw.matching r hr.le])).2]
  simp only [e]
  rw [integral_const_mul, (slater_integral (k + 2)).2]
  ring
```

## The values 1, 3 and 1/2

For u²/r the all-electron integral is

4 ∫₀^∞ r exp(−2r) dr = 4·(1/4) = 1.

On the pseudo side, ũ²/r = r²w²/r = r w², which is continuous up to the nucleus. The factor r in ũ has removed the Coulomb singularity.

For r²u² the moment formula with k = 2 gives 4!/2³ = 3.

For u'²/2 two things need attention. In the sphere, ũ' = w + r w' is continuous because w is C¹, so ũ'²/2 is integrable there. Outside, equal values at a single point would not give equal derivatives, but every r > rc has a neighbourhood on which ũ = u, and so ũ'(r) = u'(r). The cancellation theorem then returns the all-electron value 1/2.

The three bullets of the proof follow this order. `ep` is the identity ũ²/r = r w², and `ho` in the last bullet is the agreement of the derivatives. The theorem assumes only 0 ≤ rc; at rc = 0 the sphere terms vanish and ũ = u on the whole half-line.

```lean
/-- For every admissible pseudo function, the three-term formula gives `1` for `u²/r`, `3` for
`r² u²` and `1/2` for `u'²/2`. -/
theorem paw_hydrogen {rc : ℝ} {w : ℝ → ℝ} (hrc : 0 ≤ rc) (hw : IsPseudo rc w) :
    pawExpectation coulombDensity rc radial1s (pseudo w) = 1 ∧
    pawExpectation (momentDensity 2) rc radial1s (pseudo w) = 3 ∧
    pawExpectation kineticDensity rc radial1s (pseudo w) = 1 / 2 := by
  refine ⟨?_, ?_, ?_⟩
  · have e : coulombDensity radial1s = fun r => 4 * (r ^ 1 * Real.exp (-(2 * r))) := by
      funext r
      rw [coulombDensity, radial1s_sq]
      rcases eq_or_ne r 0 with rfl | h
      · simp
      · rw [div_eq_iff h]
        ring
    have hi : IntegrableOn (coulombDensity radial1s) (Ioi 0) := by
      rw [e]
      exact Integrable.const_mul (slater_integral 1).1 4
    -- the factor r in the pseudo function cancels the Coulomb singularity
    have ep : coulombDensity (pseudo w) = fun r => r * w r ^ 2 := by
      funext r
      rw [coulombDensity, pseudo]
      rcases eq_or_ne r 0 with rfl | h
      · simp
      · rw [div_eq_iff h]
        ring
    have hc : Continuous (coulombDensity (pseudo w)) := by
      rw [ep]
      exact continuous_id.mul (hw.smooth.continuous.pow 2)
    rw [(paw_exact hrc hi hc.integrableOn_Ioc
      (fun r hr => by simp only [coulombDensity, hw.matching r hr.le])).2]
    simp only [e]
    rw [integral_const_mul, (slater_integral 1).2]
    norm_num [Nat.factorial]
  · rw [paw_moment hrc hw 2]
    norm_num [Nat.factorial]
  · have hs : ContDiff ℝ 1 (pseudo w) := contDiff_id.mul hw.smooth
    have hc : Continuous (kineticDensity (pseudo w)) :=
      ((hs.continuous_deriv le_rfl).pow 2).div_const 2
    -- agreement on the open exterior region gives equal derivatives there
    have ho : ∀ r, rc < r → kineticDensity (pseudo w) r = kineticDensity radial1s r := by
      intro r hr
      have h : pseudo w =ᶠ[nhds r] radial1s :=
        Filter.eventually_of_mem (Ioi_mem_nhds hr) (fun x hx => hw.matching x (le_of_lt hx))
      rw [kineticDensity, kineticDensity, h.deriv_eq]
    rw [(paw_exact hrc kinetic_allElectron.1 hc.integrableOn_Ioc ho).2]
    exact kinetic_allElectron.2
```

## The energy −1/2 hartree

The hydrogen energy is the kinetic energy minus ⟨1/r⟩:

E = 1/2 − 1 = −1/2.

For this one-electron atom with an exact sphere expansion, the PAW energy does not depend on how the orbital was smoothed. A production code reaches the Coulomb part by a different route: it adds compensation charges to the pseudo density, so that the electrostatic problem separates into a smooth part on the regular grid and corrections within the spheres.

```lean
/-- The three-term kinetic energy minus the three-term value of `u²/r` is `-1/2` hartree for
every admissible pseudo function. -/
theorem paw_energy {rc : ℝ} {w : ℝ → ℝ} (hrc : 0 ≤ rc) (hw : IsPseudo rc w) :
    pawExpectation kineticDensity rc radial1s (pseudo w)
      - pawExpectation coulombDensity rc radial1s (pseudo w) = -1 / 2 := by
  obtain ⟨h1, -, h3⟩ := paw_hydrogen hrc hw
  rw [h1, h3]
  norm_num
```

## A pseudo wave function with zero amplitude at the nucleus

For rc > 0 there are admissible functions that really differ from the original. Take

w(r) = 2 exp(−r) S(r/rc),

where S is a smooth step with S(x) = 0 for x ≤ 0 and S(x) = 1 for x ≥ 1.

```lean
/-- The factor `2 exp(-r)` times a smooth step that rises from 0 at the nucleus to 1 at `rc`,
for `rc > 0`. -/
def softFactor (rc r : ℝ) : ℝ := 2 * Real.exp (-r) * Real.smoothTransition (r / rc)
```

For r ≥ rc the step equals 1, so r w(r) = 2r exp(−r) = u(r). As a product of smooth functions w is C¹, and w(0) = 2·S(0) = 0, whereas the all-electron factor 2 exp(−r) equals 2 at the nucleus. The proof checks smoothness through `h1` and `h2`, then evaluates the step in its two constant regions. By the theorems above, this function too gives 1, 3 and 1/2, although its amplitude at the nucleus is entirely wrong.

```lean
/-- For `rc > 0` the soft factor gives an admissible pseudo function, and the factor itself is zero
at `r = 0`. -/
theorem isPseudo_witness {rc : ℝ} (hrc : 0 < rc) :
    IsPseudo rc (softFactor rc) ∧ softFactor rc 0 = 0 := by
  have h0 : ContDiff ℝ 1 Real.smoothTransition := by
    exact_mod_cast Real.smoothTransition.contDiff (n := 1)
  have h1 : ContDiff ℝ 1 (fun r : ℝ => 2 * Real.exp (-r)) := by fun_prop
  have h2 : ContDiff ℝ 1 (fun r : ℝ => Real.smoothTransition (r / rc)) :=
    h0.comp (contDiff_id.div_const rc)
  refine ⟨⟨h1.mul h2, fun r hr => ?_⟩, ?_⟩
  · rw [pseudo, softFactor, radial1s,
      Real.smoothTransition.one_of_one_le ((one_le_div hrc).2 hr)]
    ring
  · rw [softFactor, zero_div, Real.smoothTransition.zero_of_nonpos le_rfl, mul_zero]

end

end PAWHydrogenExpectation
```

```lean
#print axioms PAWHydrogenExpectation.paw_hydrogen
#print axioms PAWHydrogenExpectation.paw_energy
```

```
'PAWHydrogenExpectation.paw_hydrogen' depends on axioms: [propext, Classical.choice, Quot.sound]
'PAWHydrogenExpectation.paw_energy' depends on axioms: [propext, Classical.choice, Quot.sound]
```
